# Symmetric electronic matrices as oscillator Hamiltonians with a zero-point correction

Restricted to a few coupled electronic states of a molecule at fixed nuclear positions, the electronic Hamiltonian is a matrix h in a chosen orthonormal basis of those states. Some trajectory methods describe the electronic states, like the nuclei, by continuous coordinates and momenta. The Meyer–Miller–Stock–Thoss (MMST) mapping supplies them by assigning one oscillator to each state. For real symmetric h and in units with ħ = 1, its Hamiltonian is ½ Σ_ij h_ij (x_i x_j + p_i p_j − δ_ij), where x_i and p_i are the position and momentum of oscillator i, and δ_ij is 1 if i = j and 0 otherwise. Does this oscillator Hamiltonian reproduce h, and where does the subtracted δ_ij come from?

## From ladder operators to the mapping form

Let a_i and c_i be the annihilation and creation operators of finitely many modes, with

[a_i, c_j] = δ_ij, [a_i, a_j] = [c_i, c_j] = 0.

Define Q(h) = Σ_ij h_ij c_i a_j. The product rule gives [c_i a_j, c_k] = δ_jk c_i and [c_i a_j, a_k] = −δ_ik a_j, hence

[Q(h), c_k] = Σ_i h_ik c_i, [Q(h), a_k] = −Σ_j h_kj a_j.

For a second matrix g, applying the product rule to each c_i a_j in Q(g) yields

[Q(h), Q(g)] = Σ_ijk g_ij h_ki c_k a_j − Σ_ijk g_ij h_jk c_i a_k = Q(hg − gh).

Let Ω be a vacuum, a_i Ω = 0 for all i. Then Q(h)Ω = 0, and for amplitudes v_k

Q(h) Σ_k v_k c_k Ω = Σ_k v_k [Q(h), c_k] Ω = Σ_i (hv)_i c_i Ω.

So Q(h) acts on single excitations as h acts on electronic amplitudes.

Write I for the imaginary unit, set ħ = 1, and let x_i = (a_i + c_i)/√2 and p_i = I(c_i − a_i)/√2. Then

[x_i, p_j] = (I/2)([a_i, c_j] − [c_i, a_j]) = I δ_ij.

In the sum of

x_i x_j = ½(a_i a_j + a_i c_j + c_i a_j + c_i c_j),

p_i p_j = ½(−c_i c_j + c_i a_j + a_i c_j − a_i a_j)

the terms aa and cc cancel, leaving a_i c_j + c_i a_j. Subtracting δ_ij turns a_i c_j into c_j a_i, so

½ Σ_ij h_ij (x_i x_j + p_i p_j − δ_ij) = Q((h + hᵀ)/2).

This is Q(h) if h is symmetric. The converse holds when 1 ≠ 0 in the algebra, because Q then determines h:

[a_l, [Q(h), c_k]] = h_lk 1.

For symmetric h, omitting δ_ij adds ½ Σ_i h_ii = tr(h)/2, the zero-point term.

## Mapping variables and commutation relations in Lean

The operators live in an arbitrary complex algebra `A`, and `ι` labels the electronic states.

```lean
import Mathlib

open Matrix

namespace MappingHamiltonian

noncomputable section

variable {ι A : Type*} [Ring A] [Algebra ℂ A]

/-- The mapping position `x_i = (a_i + c_i) / √2`, where `c_i` is the creation operator. -/
def position (a c : ι → A) (i : ι) : A :=
  ((Real.sqrt 2 : ℝ) : ℂ)⁻¹ • (a i + c i)

/-- The mapping momentum `p_i = I (c_i - a_i) / √2`, where `c_i` is the creation operator and `I` is
the imaginary unit. -/
def momentum (a c : ι → A) (i : ι) : A :=
  (Complex.I * ((Real.sqrt 2 : ℝ) : ℂ)⁻¹) • (c i - a i)
```

The factor 1/√2 enters only through its square. Expanding the products then gives the quadratic identity, which needs no commutation relations.

```lean
/-- The square of the normalisation factor `1 / √2` is one half. -/
lemma norm_factor_sq :
    ((Real.sqrt 2 : ℝ) : ℂ)⁻¹ * ((Real.sqrt 2 : ℝ) : ℂ)⁻¹ = 1 / 2 := by
  rw [← mul_inv, ← Complex.ofReal_mul, Real.mul_self_sqrt (by norm_num)]
  norm_num

/-- In terms of ladder operators, `x_i x_j + p_i p_j = a_i c_j + c_i a_j`. -/
theorem position_momentum_quadratic (a c : ι → A) (i j : ι) :
    position a c i * position a c j + momentum a c i * momentum a c j
      = a i * c j + c i * a j := by
  have hI : (Complex.I * ((Real.sqrt 2 : ℝ) : ℂ)⁻¹) *
      (Complex.I * ((Real.sqrt 2 : ℝ) : ℂ)⁻¹) = -(1 / 2) := by
    linear_combination (((Real.sqrt 2 : ℝ) : ℂ)⁻¹) ^ 2 * Complex.I_sq - norm_factor_sq
  simp only [position, momentum, smul_mul_smul_comm]
  rw [norm_factor_sq, hI]
  simp only [mul_add, add_mul, mul_sub, sub_mul]
  module
```

The structure `CCR` postulates independent bosonic modes. It does not require c_i to be the adjoint of a_i, since no inner product is present.

```lean
variable [DecidableEq ι]

/-- The canonical commutation relations for annihilation operators `a_i` and
creation operators `c_i`. -/
structure CCR (a c : ι → A) : Prop where
  mixed : ∀ i j, a i * c j - c j * a i = if i = j then 1 else 0
  lower : ∀ i j, a i * a j = a j * a i
  raise : ∀ i j, c i * c j = c j * c i
```

The canonical commutator follows by splitting the product into the four ladder commutators.

```lean
/-- If the ladder operators obey the canonical commutation relations, the mapping variables satisfy
`[x_i, p_j] = I δ_ij`, where `I` is the imaginary unit and `ħ = 1`. -/
theorem position_momentum_commutator {a c : ι → A} (H : CCR a c) (i j : ι) :
    position a c i * momentum a c j - momentum a c j * position a c i
      = if i = j then Complex.I • (1 : A) else 0 := by
  have h1 : ((Real.sqrt 2 : ℝ) : ℂ)⁻¹ * (Complex.I * ((Real.sqrt 2 : ℝ) : ℂ)⁻¹)
      = Complex.I / 2 := by linear_combination Complex.I * norm_factor_sq
  have h2 : (Complex.I * ((Real.sqrt 2 : ℝ) : ℂ)⁻¹) * ((Real.sqrt 2 : ℝ) : ℂ)⁻¹
      = Complex.I / 2 := by linear_combination Complex.I * norm_factor_sq
  have e : (a i + c i) * (c j - a j) - (c j - a j) * (a i + c i)
      = (a i * c j - c j * a i) + (a j * c i - c i * a j)
        - (a i * a j - a j * a i) + (c i * c j - c j * c i) := by noncomm_ring
  simp only [position, momentum, smul_mul_smul_comm]
  rw [h1, h2, ← smul_sub, e, H.mixed, H.mixed, sub_eq_zero.mpr (H.lower i j),
    sub_eq_zero.mpr (H.raise i j)]
  rcases eq_or_ne i j with rfl | hij
  · simp only [eq_self, if_true]
    module
  · simp [hij, hij.symm]
```

The relations are realised on polynomials: a_i differentiates with respect to the i-th variable, c_i multiplies by it, and the constant 1 is a vacuum. The mixed relation is the Leibniz rule.

```lean
/-- On polynomials, the partial derivatives and the multiplications by the variables satisfy the
canonical commutation relations, and the derivatives annihilate the constant `1`. -/
theorem CCR_witness :
    CCR (A := Module.End ℂ (MvPolynomial ι ℂ))
      (fun i => (MvPolynomial.pderiv i).toLinearMap)
      (fun i => LinearMap.mulLeft ℂ (MvPolynomial.X i)) ∧
    ∀ i : ι, MvPolynomial.pderiv i (1 : MvPolynomial ι ℂ) = 0 := by
  refine ⟨⟨fun i j => ?_, fun i j => ?_, fun i j => ?_⟩,
    fun i => (MvPolynomial.pderiv i).map_one_eq_zero⟩
  · rcases eq_or_ne i j with rfl | hij
    · rw [if_pos rfl]
      refine LinearMap.ext fun f => ?_
      change MvPolynomial.pderiv i (MvPolynomial.X i * f)
        - MvPolynomial.X i * MvPolynomial.pderiv i f = f
      rw [Derivation.leibniz, MvPolynomial.pderiv_X_self]
      simp only [smul_eq_mul]
      ring
    · rw [if_neg hij]
      refine LinearMap.ext fun f => ?_
      change MvPolynomial.pderiv i (MvPolynomial.X j * f)
        - MvPolynomial.X j * MvPolynomial.pderiv i f = 0
      rw [Derivation.leibniz, MvPolynomial.pderiv_X_of_ne hij.symm]
      simp only [smul_eq_mul]
      ring
  · -- the commutator of two partial derivatives is a derivation that kills every variable
    have z : ⁅MvPolynomial.pderiv (R := ℂ) i, MvPolynomial.pderiv j⁆ = 0 :=
      MvPolynomial.derivation_ext fun k => by
        rw [Derivation.commutator_apply]
        simp only [MvPolynomial.pderiv_X, Pi.single_apply]
        split_ifs <;> simp
    refine LinearMap.ext fun f => ?_
    have zf := DFunLike.congr_fun z f
    rw [Derivation.commutator_apply] at zf
    exact sub_eq_zero.mp zf
  · refine LinearMap.ext fun f => ?_
    change MvPolynomial.X i * (MvPolynomial.X j * f)
      = MvPolynomial.X j * (MvPolynomial.X i * f)
    ring
```

## Second quantisation of a matrix

`Fintype ι` now restricts the model to finitely many states. The entries of `h` are complex numbers, so nuclear motion and operator-valued couplings are not covered.

```lean
variable [Fintype ι]

/-- The second-quantised operator `Q(h) = ∑ h_ij c_i a_j` of a matrix `h`. -/
def Q (a c : ι → A) (h : Matrix ι ι ℂ) : A := ∑ i, ∑ j, h i j • (c i * a j)

/-- The operator `∑ v_i c_i` that creates one excitation with amplitudes `v`. -/
def create (c : ι → A) (v : ι → ℂ) : A := ∑ i, v i • c i

/-- The mapping form `½ ∑ h_ij (x_i x_j + p_i p_j - δ_ij)` of a matrix `h`. -/
def mmst (a c : ι → A) (h : Matrix ι ι ℂ) : A :=
  (1 / 2 : ℂ) • ∑ i, ∑ j, h i j • (position a c i * position a c j
    + momentum a c i * momentum a c j - if i = j then 1 else 0)
```

In the next two proofs, `term` is the commutator of a single c_i a_j, and the Kronecker delta then collapses one sum.

```lean
/-- Under the canonical commutation relations, `[Q(h), c_k] = ∑ h_ik c_i`. -/
theorem Q_comm_raise {a c : ι → A} (H : CCR a c) (h : Matrix ι ι ℂ) (k : ι) :
    Q a c h * c k - c k * Q a c h = ∑ i, h i k • c i := by
  have term : ∀ i j, (c i * a j) * c k - c k * (c i * a j) = if j = k then c i else 0 := by
    intro i j
    have e : (c i * a j) * c k - c k * (c i * a j)
        = c i * (a j * c k - c k * a j) + (c i * c k - c k * c i) * a j := by noncomm_ring
    rw [e, H.mixed, sub_eq_zero.mpr (H.raise i k)]
    split_ifs <;> simp
  calc Q a c h * c k - c k * Q a c h
      = ∑ i, ∑ j, h i j • ((c i * a j) * c k - c k * (c i * a j)) := by
        simp only [Q, Finset.sum_mul, Finset.mul_sum, smul_mul_assoc, mul_smul_comm,
          smul_sub, Finset.sum_sub_distrib]
    _ = _ := by
        simp only [term, smul_ite, smul_zero, Finset.sum_ite_eq', Finset.mem_univ, if_true]

/-- Under the canonical commutation relations, `[Q(h), a_k] = -∑ h_kj a_j`. -/
theorem Q_comm_lower {a c : ι → A} (H : CCR a c) (h : Matrix ι ι ℂ) (k : ι) :
    Q a c h * a k - a k * Q a c h = -∑ j, h k j • a j := by
  have term : ∀ i j, (c i * a j) * a k - a k * (c i * a j) = if k = i then -a j else 0 := by
    intro i j
    have e : (c i * a j) * a k - a k * (c i * a j)
        = c i * (a j * a k - a k * a j) - (a k * c i - c i * a k) * a j := by noncomm_ring
    rw [e, H.mixed, sub_eq_zero.mpr (H.lower j k)]
    split_ifs <;> simp
  calc Q a c h * a k - a k * Q a c h
      = ∑ i, ∑ j, h i j • ((c i * a j) * a k - a k * (c i * a j)) := by
        simp only [Q, Finset.sum_mul, Finset.mul_sum, smul_mul_assoc, mul_smul_comm,
          smul_sub, Finset.sum_sub_distrib]
    _ = ∑ j, ∑ i, h i j • ((c i * a j) * a k - a k * (c i * a j)) := Finset.sum_comm
    _ = _ := by
        simp only [term, smul_ite, smul_zero, Finset.sum_ite_eq, Finset.mem_univ, if_true,
          smul_neg, Finset.sum_neg_distrib]
```

In the commutator theorem, `e` is the product rule, while `h1` and `h2` identify the two triple sums as Q(hg) and Q(gh).

```lean
/-- Under the canonical commutation relations, second quantisation preserves commutators:
`[Q(h), Q(g)] = Q([h, g])`. -/
theorem Q_commutator {a c : ι → A} (H : CCR a c) (h g : Matrix ι ι ℂ) :
    Q a c h * Q a c g - Q a c g * Q a c h = Q a c (h * g - g * h) := by
  have hg : Q a c g = ∑ i, ∑ j, g i j • (c i * a j) := rfl
  -- the product rule for the commutator with `c_i a_j`
  have e : ∀ i j, Q a c h * (c i * a j) - (c i * a j) * Q a c h
      = (∑ k, h k i • c k) * a j - c i * ∑ k, h j k • a k := by
    intro i j
    have e' : Q a c h * (c i * a j) - (c i * a j) * Q a c h
        = (Q a c h * c i - c i * Q a c h) * a j
          + c i * (Q a c h * a j - a j * Q a c h) := by noncomm_ring
    rw [e', Q_comm_raise H, Q_comm_lower H, mul_neg, ← sub_eq_add_neg]
  have h1 : ∑ i, ∑ j, ∑ k, (g i j * h k i) • (c k * a j) = Q a c (h * g) := by
    simp only [Q, Matrix.mul_apply, Finset.sum_smul]
    calc ∑ i, ∑ j, ∑ k, (g i j * h k i) • (c k * a j)
        = ∑ i, ∑ k, ∑ j, (g i j * h k i) • (c k * a j) :=
          Finset.sum_congr rfl fun i _ => Finset.sum_comm
      _ = ∑ k, ∑ i, ∑ j, (g i j * h k i) • (c k * a j) := Finset.sum_comm
      _ = ∑ k, ∑ j, ∑ i, (g i j * h k i) • (c k * a j) :=
          Finset.sum_congr rfl fun k _ => Finset.sum_comm
      _ = _ := Finset.sum_congr rfl fun k _ => Finset.sum_congr rfl fun j _ =>
          Finset.sum_congr rfl fun i _ => by rw [mul_comm (g i j)]
  have h2 : ∑ i, ∑ j, ∑ k, (g i j * h j k) • (c i * a k) = Q a c (g * h) := by
    simp only [Q, Matrix.mul_apply, Finset.sum_smul]
    exact Finset.sum_congr rfl fun i _ => Finset.sum_comm
  calc Q a c h * Q a c g - Q a c g * Q a c h
      = ∑ i, ∑ j, g i j • (Q a c h * (c i * a j) - (c i * a j) * Q a c h) := by
        rw [hg]
        simp only [Finset.mul_sum, Finset.sum_mul, smul_mul_assoc, mul_smul_comm,
          smul_sub, Finset.sum_sub_distrib]
    _ = ∑ i, ∑ j, ∑ k, (g i j * h k i) • (c k * a j)
        - ∑ i, ∑ j, ∑ k, (g i j * h j k) • (c i * a k) := by
        simp only [e, smul_sub, Finset.sum_mul, Finset.mul_sum, Finset.smul_sum,
          smul_mul_assoc, mul_smul_comm, smul_smul, Finset.sum_sub_distrib]
    _ = Q a c (h * g - g * h) := by
        rw [h1, h2]
        simp only [Q, Matrix.sub_apply, sub_smul, Finset.sum_sub_distrib]
```

States are vectors of a module `M` over `A`, and `hΩ` says that Ω is annihilated by every a_i. The proof moves `Q a c h` past the creation operator (`comm`) and onto the vacuum (`vac`).

```lean
/-- Under the canonical commutation relations, `Q(h)` acts as the matrix `h` on the amplitudes of
a single excitation of a vacuum `Ω`, a vector annihilated by every `a_i`. -/
theorem Q_single_excitation {a c : ι → A} (H : CCR a c) {M : Type*} [AddCommGroup M]
    [Module A M] (Ω : M) (hΩ : ∀ i, a i • Ω = 0) (h : Matrix ι ι ℂ) (v : ι → ℂ) :
    Q a c h • create c v • Ω = create c (h *ᵥ v) • Ω := by
  have comm : Q a c h * create c v - create c v * Q a c h = create c (h *ᵥ v) := by
    calc Q a c h * create c v - create c v * Q a c h
        = ∑ k, v k • (Q a c h * c k - c k * Q a c h) := by
          simp only [create, Finset.mul_sum, Finset.sum_mul, smul_mul_assoc, mul_smul_comm,
            smul_sub, Finset.sum_sub_distrib]
      _ = ∑ k, ∑ i, (v k * h i k) • c i := by
          simp only [Q_comm_raise H, Finset.smul_sum, smul_smul]
      _ = ∑ i, ∑ k, (v k * h i k) • c i := Finset.sum_comm
      _ = _ := by
          simp only [create, Matrix.mulVec, dotProduct, Finset.sum_smul]
          exact Finset.sum_congr rfl fun i _ => Finset.sum_congr rfl fun k _ => by
            rw [mul_comm (v k)]
  -- the vacuum carries no excitation
  have vac : Q a c h • Ω = 0 := by
    simp only [Q, Finset.sum_smul, ← smul_mul_assoc, mul_smul, hΩ, smul_zero,
      Finset.sum_const_zero]
  rw [← mul_smul, sub_eq_iff_eq_add.mp comm, add_smul, mul_smul, vac, smul_zero, add_zero]
```

## Symmetry and the zero-point term

`Nontrivial A` means 1 ≠ 0. The double commutator `key` reads off each matrix element.

```lean
/-- In a nontrivial algebra with the canonical commutation relations, `Q(h)` determines `h`. -/
theorem Q_injective [Nontrivial A] {a c : ι → A} (H : CCR a c) :
    Function.Injective (Q a c) := by
  -- a double commutator reads off one matrix element
  have key : ∀ (h : Matrix ι ι ℂ) (l k : ι),
      a l * (Q a c h * c k - c k * Q a c h) - (Q a c h * c k - c k * Q a c h) * a l
        = algebraMap ℂ A (h l k) := by
    intro h l k
    rw [Q_comm_raise H]
    calc a l * (∑ i, h i k • c i) - (∑ i, h i k • c i) * a l
        = ∑ i, h i k • (a l * c i - c i * a l) := by
          simp only [Finset.mul_sum, Finset.sum_mul, smul_mul_assoc, mul_smul_comm,
            smul_sub, Finset.sum_sub_distrib]
      _ = _ := by
          simp only [H.mixed, smul_ite, smul_zero, Finset.sum_ite_eq, Finset.mem_univ,
            if_true, Algebra.algebraMap_eq_smul_one]
  intro h g e
  ext l k
  apply (algebraMap ℂ A).injective
  rw [← key h l k, ← key g l k, e]
```

Normal ordering, in `term`, and a relabelling of indices, in `sw`, produce the symmetric part.

```lean
/-- Under the canonical commutation relations, the mapping form of any matrix `h` is `Q` of its
symmetric part `(h + hᵀ) / 2`. -/
theorem mmst_eq_Q_symmetric_part {a c : ι → A} (H : CCR a c) (h : Matrix ι ι ℂ) :
    mmst a c h = Q a c ((1 / 2 : ℂ) • (h + hᵀ)) := by
  -- subtracting `δ_ij` puts the quadratic form in normal order
  have term : ∀ i j, position a c i * position a c j + momentum a c i * momentum a c j
      - (if i = j then 1 else 0) = c j * a i + c i * a j := by
    intro i j
    rw [position_momentum_quadratic, ← H.mixed i j]
    abel
  have sw : ∑ i, ∑ j, h i j • (c j * a i) = ∑ i, ∑ j, h j i • (c i * a j) :=
    Finset.sum_comm
  simp only [mmst, term, smul_add, Finset.sum_add_distrib]
  rw [sw]
  simp only [Q, Matrix.smul_apply, Matrix.add_apply, Matrix.transpose_apply, smul_eq_mul,
    add_smul, mul_smul, Finset.sum_add_distrib, Finset.smul_sum]
  abel
```

Injectivity turns equality of operators into equality of matrices. A Hermitian h with non-real entries therefore fails the test: the mapping form keeps only its real part, whereas Q(h) still acts as h on single excitations.

```lean
/-- In a nontrivial algebra with the canonical commutation relations, the mapping form
`½ ∑ h_ij (x_i x_j + p_i p_j - δ_ij)` equals `Q(h)` exactly when `h` is symmetric. -/
theorem mmst_eq_Q_iff [Nontrivial A] {a c : ι → A} (H : CCR a c) (h : Matrix ι ι ℂ) :
    mmst a c h = Q a c h ↔ h.IsSymm := by
  rw [mmst_eq_Q_symmetric_part H]
  constructor
  · intro e
    have e' := Q_injective H e
    refine Matrix.IsSymm.ext fun i j => ?_
    have eij := congrFun (congrFun e' i) j
    simp only [Matrix.smul_apply, Matrix.add_apply, Matrix.transpose_apply,
      smul_eq_mul] at eij
    linear_combination 2 * eij
  · intro hs
    have e : (1 / 2 : ℂ) • (h + h) = h := by module
    rw [hs.eq, e]
```

The last theorem separates the diagonal sum `diag`. For a fixed, finite, symmetric electronic matrix, it gives the constant by which a mapping Hamiltonian written without δ_ij is shifted.

```lean
/-- Under the canonical commutation relations and for symmetric `h`, the form
`½ ∑ h_ij (x_i x_j + p_i p_j)` equals `Q(h)` plus the zero-point term `tr(h) / 2`. -/
theorem zero_point_term {a c : ι → A} (H : CCR a c) (h : Matrix ι ι ℂ) (hs : h.IsSymm) :
    (1 / 2 : ℂ) • ∑ i, ∑ j, h i j • (position a c i * position a c j
      + momentum a c i * momentum a c j) = Q a c h + (h.trace / 2) • (1 : A) := by
  nontriviality A
  have diag : ∑ i, ∑ j, h i j • (if i = j then (1 : A) else 0) = h.trace • (1 : A) := by
    simp only [smul_ite, smul_zero, Finset.sum_ite_eq, Finset.mem_univ, if_true,
      Matrix.trace, Matrix.diag_apply, Finset.sum_smul]
  rw [← (mmst_eq_Q_iff H h).2 hs]
  simp only [mmst, smul_sub, Finset.sum_sub_distrib]
  rw [diag]
  module

end

end MappingHamiltonian
```

```lean
#print axioms MappingHamiltonian.position_momentum_commutator
-- 'MappingHamiltonian.position_momentum_commutator' depends on axioms: [propext, Classical.choice, Quot.sound]
#print axioms MappingHamiltonian.Q_commutator
-- 'MappingHamiltonian.Q_commutator' depends on axioms: [propext, Classical.choice, Quot.sound]
#print axioms MappingHamiltonian.Q_single_excitation
-- 'MappingHamiltonian.Q_single_excitation' depends on axioms: [propext, Classical.choice, Quot.sound]
#print axioms MappingHamiltonian.zero_point_term
-- 'MappingHamiltonian.zero_point_term' depends on axioms: [propext, Classical.choice, Quot.sound]
```
